# On antisymmetric two-particle matrices, the Q map is its own adjoint

A lower bound on a ground-state energy can fail because of one misplaced map. Suppose the energy is minimised over two-particle density matrices $D$, with the conditions that $D$ and the two-hole matrix $L(D)$ are positive semidefinite. The map $L$ is called the Q map; at a fixed particle number it can be written as a linear map. A dual bound attaches a positive multiplier $P$ to the second condition, which gives a term $\operatorname{tr}(P\,L(D))\ge 0$. To compare this term with the Hamiltonian, one must rewrite it as $\operatorname{tr}(P'D)$. If $P'$ is computed with a map that is not the adjoint of $L$, the resulting number is no longer guaranteed to lie below the minimum. When $P$ and $D$ are antisymmetric, meaning that they change sign if their two row orbitals are exchanged and also if their two column orbitals are, the correct choice is $P'=L(P)$.

## The trace pairing, computed by hand

Take a finite set of orthonormal spin orbitals and $N\ge 2$ fermions, with the ordering

$$D(ij,kl)=\langle a_k^\dagger a_l^\dagger a_j a_i\rangle ,\qquad \operatorname{tr}D=N(N-1).$$

Let $S$ be the operator that swaps the two particles. For any two-particle matrix $X$ put

$$M_X(i,k)=\frac{1}{N-1}\sum_j X(ij,kj),$$

$$L(X)=\frac{\operatorname{tr}X}{N(N-1)}(1-S)-(M_X\otimes 1+1\otimes M_X)(1-S)+X .$$

For $X=D$, anticommuting the operators gives $L(D)(ij,kl)=\langle a_i a_j a_l^\dagger a_k^\dagger\rangle$. The factor $\operatorname{tr}X/(N(N-1))$ equals one at the physical normalisation and makes $L$ linear. The Lean comments call this map untransposed, which refers to the index order: if the creation operators of $D$ carried the row labels instead, this same hole matrix would be the transpose of $L(D)$.

Let $X$ and $Y$ change sign when the two row orbitals are exchanged, and also when the two column orbitals are. The claim is

$$\operatorname{tr}(L(X)Y)=\operatorname{tr}(X\,L(Y)).$$

First, $(SY)(ij,kl)=Y(ji,kl)=-Y(ij,kl)$, so $(1-S)Y=2Y$.

Next, for any one-particle matrix $M$,

$$\operatorname{tr}((M\otimes1)Y)=\sum_{ijk}M(i,k)Y(kj,ij)=(N-1)\operatorname{tr}(M M_Y).$$

For the second particle, exchanging both pairs produces two minus signs, which cancel:

$$\operatorname{tr}((1\otimes M)Y)=\sum_{ijl}M(j,l)Y(il,ij)=\sum_{ijl}M(j,l)Y(li,ji)=(N-1)\operatorname{tr}(M M_Y).$$

Inserting these results into the definition of $L$ gives

$$\operatorname{tr}(L(X)Y)=\frac{2\operatorname{tr}X\operatorname{tr}Y}{N(N-1)}-4(N-1)\operatorname{tr}(M_XM_Y)+\operatorname{tr}(XY).$$

By cyclicity of the trace, the right-hand side is unchanged when $X$ and $Y$ are exchanged. It therefore also equals $\operatorname{tr}(L(Y)X)=\operatorname{tr}(X\,L(Y))$.

For the energy bound, let $K$ be the reduced Hamiltonian, scaled so that the energy is $\operatorname{tr}(KD)$. Suppose $K=e\,1+B^\dagger B+L(C^\dagger C)$, with $e$ real and $C^\dagger C$ antisymmetric in both pairs. Then

$$\operatorname{tr}(KD)=eN(N-1)+\operatorname{tr}(BDB^\dagger)+\operatorname{tr}(C\,L(D)\,C^\dagger)\ge eN(N-1).$$

## Two-particle matrices and the map in Lean

```lean
import Mathlib

open Matrix
open scoped Kronecker ComplexOrder

namespace QMapSelfAdjoint

noncomputable section

variable {n : Type*} [Fintype n] [DecidableEq n]
```

The type `n` is the finite set of orbitals. A two-particle matrix has complex entries labelled by ordered pairs, so its trace counts both $(i,j)$ and $(j,i)$.

```lean
/-- Complex matrices indexed by ordered pairs of orbitals. -/
abbrev PairMat (n : Type*) := Matrix (n × n) (n × n) ℂ
```

The symbol `δ` denotes an identity matrix, and its entries `δ i k` are Kronecker deltas. The name `IsAntisymm` means the two fermionic sign changes, not $X^{\mathsf T}=-X$.

```lean
local notation "δ" => (1 : Matrix _ _ ℂ)

/-- Antisymmetry under exchange of the two row orbitals and of the two column orbitals. -/
def IsAntisymm (X : PairMat n) : Prop :=
  ∀ i j k l, X (j, i) (k, l) = -X (i, j) (k, l) ∧ X (i, j) (l, k) = -X (i, j) (k, l)
```

The operator $S$ is called `exchange`.

```lean
/-- The operator that swaps the two particles. -/
def exchange : PairMat n := fun p q => if p.swap = q then 1 else 0
```

The matrix $M_X$ is `oneMatrix N X`. The requirement `N.AtLeastTwo` encodes $N\ge2$ and keeps the denominators nonzero.

```lean
/-- The one-particle matrix `M(i,k) = ∑ j, X(ij,kj) / (N - 1)`, for `N ≥ 2` particles. -/
def oneMatrix (N : ℕ) [N.AtLeastTwo] (X : PairMat n) : Matrix n n ℂ :=
  fun i k => (∑ j, X (i, j) (k, j)) / ((N : ℂ) - 1)

/-- A one-particle operator acting on both particles, `M ⊗ 1 + 1 ⊗ M`. -/
def oneBody (M : Matrix n n ℂ) : PairMat n := M ⊗ₖ δ + δ ⊗ₖ M
```

The map $L$ is `qMap N`. It is defined on all two-particle matrices; antisymmetry enters later, as a hypothesis of the theorems.

```lean
/-- The homogeneous, untransposed map from the two-particle to the two-hole matrix,
for `N ≥ 2` particles. -/
def qMap (N : ℕ) [N.AtLeastTwo] (X : PairMat n) : PairMat n :=
  (trace X / ((N : ℂ) * ((N : ℂ) - 1))) • (1 - exchange)
    - oneBody (oneMatrix N X) * (1 - exchange) + X
```

These definitions contain no Fock space. The step from a real $N$-electron state to the model is that its $D$ is antisymmetric and positive, has trace $N(N-1)$, and has $L(D)$ as its two-hole matrix, which is positive too. These facts are not proved in Lean.

## Entries, antisymmetry and Hermitian conjugation

The entry formula comes from two facts. The entries of $1-S$ are $\delta_{ik}\delta_{jl}-\delta_{il}\delta_{jk}$, and multiplication by $S$ from the right exchanges the column labels. In the proof, `h1` and `h2` give the entries of $1$ and $S$, `h3` gives the column exchange, and `h4` unfolds the one-body operator.

```lean
/-- The Q map written out in orbital indices, with `δ` the Kronecker delta. -/
theorem qMap_apply (N : ℕ) [N.AtLeastTwo] (X : PairMat n) (i j k l : n) :
    qMap N X (i, j) (k, l) =
      trace X / ((N : ℂ) * ((N : ℂ) - 1)) * (δ i k * δ j l - δ i l * δ j k)
      - (oneMatrix N X i k * δ j l + δ i k * oneMatrix N X j l
        - oneMatrix N X i l * δ j k - δ i l * oneMatrix N X j k)
      + X (i, j) (k, l) := by
  have h1 : (1 : PairMat n) (i, j) (k, l) = δ i k * δ j l := by
    by_cases h : i = k <;> by_cases h' : j = l <;> simp [Matrix.one_apply, h, h']
  have h2 : (exchange : PairMat n) (i, j) (k, l) = δ i l * δ j k := by
    by_cases h : i = l <;> by_cases h' : j = k <;>
      simp [exchange, Matrix.one_apply, h, h']
  -- multiplying by the swap from the right exchanges the column orbitals
  have h3 : ∀ T : PairMat n, (T * (exchange : PairMat n) : PairMat n) (i, j) (k, l) = T (i, j) (l, k) := by
    intro T
    rw [Matrix.mul_apply, Finset.sum_eq_single (l, k)]
    · simp [exchange]
    · rintro ⟨a, b⟩ _ hb
      have hne : ¬ ((b, a) = (k, l)) := by
        intro h
        apply hb
        rw [Prod.mk.injEq] at h ⊢
        exact ⟨h.2, h.1⟩
      simp only [exchange, Prod.swap_prod_mk, if_neg hne, mul_zero]
    · intro h
      exact absurd (Finset.mem_univ _) h
  have h4 : ∀ (M : Matrix n n ℂ) (a b c d : n),
      oneBody M (a, b) (c, d) = M a c * δ b d + δ a c * M b d := fun _ _ _ _ _ => rfl
  rw [qMap, Matrix.mul_sub, Matrix.mul_one]
  simp only [Matrix.add_apply, Matrix.sub_apply, Matrix.smul_apply, smul_eq_mul, h1, h2, h3, h4]
  ring
```

Exchanging $i$ with $j$, or $k$ with $l$, reverses the sign of all the delta terms. Only the last term, $X(ij,kl)$, needs the hypothesis, and `linear_combination` supplies it.

```lean
/-- The Q map sends antisymmetric matrices to antisymmetric matrices. -/
theorem qMap_antisymm (N : ℕ) [N.AtLeastTwo] {X : PairMat n} (hX : IsAntisymm X) :
    IsAntisymm (qMap N X) := by
  intro i j k l
  simp only [qMap_apply]
  constructor
  · linear_combination (hX i j k l).1
  · linear_combination (hX i j k l).2
```

Conjugating an entry and exchanging its row and column labels turns $M_X$ into $M_{X^\dagger}$ and $\operatorname{tr}X$ into $\operatorname{tr}X^\dagger$. Hence $L(X^\dagger)=L(X)^\dagger$, for every $X$.

```lean
/-- The Q map commutes with Hermitian conjugation. -/
theorem qMap_conjTranspose (N : ℕ) [N.AtLeastTwo] (X : PairMat n) :
    qMap N Xᴴ = (qMap N X)ᴴ := by
  have hd : ∀ a b : n, star ((1 : Matrix n n ℂ) a b) = (1 : Matrix n n ℂ) b a := by
    intro a b
    rw [← Matrix.conjTranspose_apply, Matrix.conjTranspose_one]
  have hM : ∀ a b : n, star (oneMatrix N X a b) = oneMatrix N Xᴴ b a := by
    intro a b
    simp [oneMatrix, Matrix.conjTranspose_apply]
  have ht : star (trace X) = trace Xᴴ := (Matrix.trace_conjTranspose X).symm
  ext ⟨i, j⟩ ⟨k, l⟩
  rw [Matrix.conjTranspose_apply, qMap_apply, qMap_apply]
  simp only [star_add, star_sub, star_mul', star_div₀, hd, hM, ht, star_natCast, star_one,
    Matrix.conjTranspose_apply]
  ring
```

## From the contraction to self-adjointness

The identity $(1-S)Y=2Y$ is checked entry by entry.

```lean
/-- On an antisymmetric matrix, one minus the swap acts as multiplication by two. -/
theorem one_sub_exchange_mul {Y : PairMat n} (hY : IsAntisymm Y) :
    (1 - exchange) * Y = (2 : ℂ) • Y := by
  ext ⟨i, j⟩ ⟨k, l⟩
  have h : ((exchange : PairMat n) * Y : PairMat n) (i, j) (k, l) = Y (j, i) (k, l) := by
    simp [Matrix.mul_apply, exchange]
  rw [Matrix.sub_mul, Matrix.one_mul, Matrix.sub_apply, h, Matrix.smul_apply, smul_eq_mul]
  linear_combination -(hY i j k l).1
```

In the one-body trace, `h1` treats the first particle and `h2` the second. The two sign changes appear in `h2` as the rewrites with `hY`, followed by `neg_neg`. The step `hc` writes the contraction of $Y$ as $(N-1)M_Y$, which uses $N-1\neq0$, and `h3` inserts this into the trace.

```lean
/-- Against an antisymmetric matrix, a one-particle operator acting on both particles
only sees the one-particle matrix. -/
theorem trace_oneBody_mul (N : ℕ) [N.AtLeastTwo] (M : Matrix n n ℂ) {Y : PairMat n}
    (hY : IsAntisymm Y) :
    trace (oneBody M * Y) = 2 * ((N : ℂ) - 1) * trace (M * oneMatrix N Y) := by
  have hN : (N : ℂ) - 1 ≠ 0 := by
    intro h0
    have h1 : N = 1 := by exact_mod_cast sub_eq_zero.mp h0
    have h2 : 2 ≤ N := Nat.AtLeastTwo.prop
    omega
  have hc : ∀ k i, ∑ j, Y (k, j) (i, j) = ((N : ℂ) - 1) * oneMatrix N Y k i :=
    fun k i => (mul_div_cancel₀ _ hN).symm
  -- the operator on the first particle
  have h1 : trace ((M ⊗ₖ δ) * Y) = ∑ i, ∑ k, M i k * ∑ j, Y (k, j) (i, j) := by
    simp only [Matrix.trace, Matrix.diag_apply, Matrix.mul_apply, Fintype.sum_prod_type,
      Matrix.kroneckerMap_apply, Matrix.one_apply, mul_ite, mul_one, mul_zero, ite_mul,
      zero_mul, Finset.sum_ite_eq, Finset.mem_univ, if_true]
    refine Finset.sum_congr rfl fun i _ => ?_
    rw [Finset.sum_comm]
    simp only [Finset.mul_sum]
  -- the operator on the second particle gives the same by antisymmetry in both pairs
  have h2 : trace ((δ ⊗ₖ M) * Y) = ∑ j, ∑ l, M j l * ∑ i, Y (l, i) (j, i) := by
    have h : ∀ i j, ∑ k, ∑ l, (δ i k * M j l) * Y (k, l) (i, j)
        = ∑ l, M j l * Y (l, i) (j, i) := by
      intro i j
      rw [Finset.sum_comm]
      refine Finset.sum_congr rfl fun l _ => ?_
      rw [(hY i l j i).1, (hY i l i j).2, neg_neg]
      simp only [Matrix.one_apply, ite_mul, one_mul, zero_mul, Finset.sum_ite_eq,
        Finset.mem_univ, if_true]
    simp only [Matrix.trace, Matrix.diag_apply, Matrix.mul_apply, Fintype.sum_prod_type,
      Matrix.kroneckerMap_apply, h]
    rw [Finset.sum_comm]
    refine Finset.sum_congr rfl fun j _ => ?_
    rw [Finset.sum_comm]
    simp only [Finset.mul_sum]
  have h3 : ∑ i, ∑ k, M i k * ∑ j, Y (k, j) (i, j)
      = ((N : ℂ) - 1) * trace (M * oneMatrix N Y) := by
    simp only [hc, Matrix.trace, Matrix.diag_apply, Matrix.mul_apply, Finset.mul_sum]
    exact Finset.sum_congr rfl fun i _ => Finset.sum_congr rfl fun k _ => by ring
  rw [oneBody, Matrix.add_mul, Matrix.trace_add, h1, h2, h3]
  ring
```

The next theorem is the symmetric expression from the derivation. Only $Y$ has to be antisymmetric here, because the factor $1-S$ acts on $Y$.

```lean
/-- The trace pairing of `qMap N X` with an antisymmetric `Y`, in terms of traces and
one-particle matrices. -/
theorem trace_qMap_mul (N : ℕ) [N.AtLeastTwo] (X : PairMat n) {Y : PairMat n}
    (hY : IsAntisymm Y) :
    trace (qMap N X * Y) = 2 * trace X * trace Y / ((N : ℂ) * ((N : ℂ) - 1))
      - 4 * ((N : ℂ) - 1) * trace (oneMatrix N X * oneMatrix N Y) + trace (X * Y) := by
  rw [qMap, Matrix.add_mul, Matrix.sub_mul, Matrix.smul_mul, Matrix.mul_assoc,
    one_sub_exchange_mul hY, Matrix.mul_smul, Matrix.trace_add, Matrix.trace_sub]
  simp only [Matrix.trace_smul, smul_eq_mul, trace_oneBody_mul N _ hY]
  ring
```

The main theorem uses this expression twice, once with the roles of $X$ and $Y$ exchanged. This is where both antisymmetry hypotheses are used. The calls to `Matrix.trace_mul_comm` are the cyclic permutations.

```lean
/-- For antisymmetric `X` and `Y`, the untransposed Q map can be moved from one factor
of the trace pairing to the other: it is its own adjoint. -/
theorem qMap_selfAdjoint (N : ℕ) [N.AtLeastTwo] {X Y : PairMat n}
    (hX : IsAntisymm X) (hY : IsAntisymm Y) :
    trace (qMap N X * Y) = trace (X * qMap N Y) := by
  rw [Matrix.trace_mul_comm X (qMap N Y), trace_qMap_mul N X hY, trace_qMap_mul N Y hX,
    Matrix.trace_mul_comm (oneMatrix N Y), Matrix.trace_mul_comm Y X]
  ring
```

The trace pairing has no complex conjugation. For the Frobenius inner product $\operatorname{tr}(X^\dagger Y)$, the proof applies the main theorem to $X^\dagger$, which is again antisymmetric, and uses $L(X^\dagger)=L(X)^\dagger$.

```lean
/-- On antisymmetric matrices the Q map is also self-adjoint for the Frobenius inner product. -/
theorem qMap_frobenius (N : ℕ) [N.AtLeastTwo] {X Y : PairMat n}
    (hX : IsAntisymm X) (hY : IsAntisymm Y) :
    trace ((qMap N X)ᴴ * Y) = trace (Xᴴ * qMap N Y) := by
  have hX' : IsAntisymm Xᴴ := by
    intro i j k l
    simp only [Matrix.conjTranspose_apply]
    rw [(hX k l i j).2, (hX k l i j).1, star_neg]
    exact ⟨rfl, rfl⟩
  rw [← qMap_conjTranspose, qMap_selfAdjoint N hX' hY]
```

## A lower bound on the energy from D and Q positivity

In variational density-matrix calculations in a finite orbital basis, the following theorem turns a decomposition of $K$ into a lower bound on the energy, using the D and Q conditions, which are the positivity of $D$ and of $L(D)$. The decomposition is assumed; the theorem does not say that a given Hamiltonian has one, or how close the bound comes to the ground-state energy.

The auxiliary statement `key` is $\operatorname{Re}\operatorname{tr}(F^\dagger F P)\ge0$ for any positive semidefinite $P$ (the multiplier of the opening is now $C^\dagger C$), obtained by cycling the trace to $\operatorname{tr}(FPF^\dagger)$. It is applied once with $P=D$ and once with $P=L(D)$, after `qMap_selfAdjoint` has moved the map from $C^\dagger C$ to $D$.

```lean
/-- Dual energy bound: if `K = e + B†B + qMap N (C†C)` with `C†C` antisymmetric, then
`Re tr(K D) ≥ e N(N-1)` for every antisymmetric `D` of trace `N(N-1)` such that `D` and
`qMap N D` are positive semidefinite. -/
theorem dual_energy_bound (N : ℕ) [N.AtLeastTwo] {D B C : PairMat n} (e : ℝ)
    (hD : IsAntisymm D) (htr : trace D = (N : ℂ) * ((N : ℂ) - 1))
    (hpos : D.PosSemidef) (hQ : (qMap N D).PosSemidef) (hC : IsAntisymm (Cᴴ * C)) :
    e * ((N : ℝ) * ((N : ℝ) - 1)) ≤
      (trace (((e : ℂ) • (1 : PairMat n) + Bᴴ * B + qMap N (Cᴴ * C)) * D)).re := by
  have key : ∀ {P : PairMat n} (F : PairMat n), P.PosSemidef →
      0 ≤ (trace (Fᴴ * F * P)).re := by
    intro P F hP
    rw [Matrix.trace_mul_cycle, Matrix.trace_mul_cycle]
    exact (Complex.le_def.mp (hP.mul_mul_conjTranspose_same F).trace_nonneg).1
  have h0 : (e : ℂ) * ((N : ℂ) * ((N : ℂ) - 1))
      = ((e * ((N : ℝ) * ((N : ℝ) - 1)) : ℝ) : ℂ) := by
    push_cast
    ring
  -- self-adjointness moves the Q map from the multiplier to the density matrix
  rw [Matrix.add_mul, Matrix.add_mul, Matrix.trace_add, Matrix.trace_add,
    qMap_selfAdjoint N hC hD, Matrix.smul_mul, Matrix.one_mul, Matrix.trace_smul,
    smul_eq_mul, htr, h0, Complex.add_re, Complex.add_re, Complex.ofReal_re]
  linarith [key B hpos, key C hQ]
```

## Two projectors that break the identity

Take $N=2$ and two orbitals, $0$ and $1$. Let $X$ project on the pair $(0,0)$ and $Y$ on the pair $(0,1)$; neither is antisymmetric. Both have trace one, and both contract to the projector on orbital $0$. The entry formula gives

$$\operatorname{tr}(L(X)Y)=L(X)(01,01)=\tfrac12-1+0=-\tfrac12,$$

$$\operatorname{tr}(X\,L(Y))=L(Y)(00,00)=0 .$$

So the identity can fail when both antisymmetry hypotheses are removed, even for positive semidefinite matrices. In Lean, `norm_num` evaluates the finite sums and finds the two sides unequal.

```lean
/-- Without antisymmetry self-adjointness can fail: for two particles in two orbitals, the
projectors on the pairs `(0,0)` and `(0,1)` violate it. -/
theorem antisymmetry_needed :
    trace (qMap 2 (Matrix.single ((0 : Fin 2), (0 : Fin 2)) (0, 0) (1 : ℂ))
        * Matrix.single (0, 1) (0, 1) 1)
      ≠ trace (Matrix.single ((0 : Fin 2), (0 : Fin 2)) (0, 0) (1 : ℂ)
        * qMap 2 (Matrix.single (0, 1) (0, 1) 1)) := by
  norm_num [Matrix.trace, Matrix.mul_apply, Fintype.sum_prod_type, Fin.sum_univ_two,
    qMap_apply, oneMatrix, Matrix.single_apply, Matrix.one_apply]

end

end QMapSelfAdjoint
```

```lean
#print axioms QMapSelfAdjoint.qMap_selfAdjoint
#print axioms QMapSelfAdjoint.qMap_frobenius
#print axioms QMapSelfAdjoint.dual_energy_bound
#print axioms QMapSelfAdjoint.antisymmetry_needed
```

```
'QMapSelfAdjoint.qMap_selfAdjoint' depends on axioms: [propext, Classical.choice, Quot.sound]
'QMapSelfAdjoint.qMap_frobenius' depends on axioms: [propext, Classical.choice, Quot.sound]
'QMapSelfAdjoint.dual_energy_bound' depends on axioms: [propext, Classical.choice, Quot.sound]
'QMapSelfAdjoint.antisymmetry_needed' depends on axioms: [propext, Classical.choice, Quot.sound]
```
